# Where the density is nonzero, the Pauli kinetic tensor of N real orbitals is positive semidefinite with rank at most N − 1

Take two real orbitals with values f₀, f₁, not both zero, and gradients g₀, g₁ at a point: subtracting the von Weizsäcker tensor from their kinetic-energy density tensor leaves w wᵀ/(2n), where n = f₀² + f₁² and w = f₀ g₁ − f₁ g₀, which is positive semidefinite and has rank at most one. For N orbitals the same subtraction removes one direction from the N-dimensional space of orbital indices, so the rank is at most N − 1.

```lean
import Mathlib

open Matrix

namespace PauliKineticTensor

noncomputable section

variable {N d : ℕ}

/-- The density `n = ∑ f_i²` at a point where the real orbitals take the values `f_i`. -/
def density (f : Fin N → ℝ) : ℝ := ∑ i, f i ^ 2

/-- The density gradient `m = 2 ∑ f_i g_i`, built from orbital values and orbital gradients. -/
def densityGradient (f : Fin N → ℝ) (g : Fin N → Fin d → ℝ) : Fin d → ℝ :=
  (2 : ℝ) • ∑ i, f i • g i

/-- The kinetic-energy density tensor `(1/2) ∑ g_i g_iᵀ`. -/
def kineticTensor (g : Fin N → Fin d → ℝ) : Matrix (Fin d) (Fin d) ℝ :=
  (1 / 2 : ℝ) • ∑ i, vecMulVec (g i) (g i)

/-- The von Weizsäcker tensor `m mᵀ / (8 n)`, meant for points where the density is nonzero. -/
def weizsaeckerTensor (f : Fin N → ℝ) (g : Fin N → Fin d → ℝ) : Matrix (Fin d) (Fin d) ℝ :=
  (1 / (8 * density f)) • vecMulVec (densityGradient f g) (densityGradient f g)

/-- The Pauli tensor: the kinetic tensor minus the von Weizsäcker tensor, meant for points
where the density is nonzero. -/
def pauliTensor (f : Fin N → ℝ) (g : Fin N → Fin d → ℝ) : Matrix (Fin d) (Fin d) ℝ :=
  kineticTensor g - weizsaeckerTensor f g

/-- The matrix `1 - f fᵀ / n` acting on the orbital index, meant for orbital values `f` that
are not all zero. -/
def orbitalProjector (f : Fin N → ℝ) : Matrix (Fin N) (Fin N) ℝ :=
  1 - (1 / density f) • vecMulVec f f

/-- The density is positive wherever some orbital is nonzero. -/
theorem density_pos {f : Fin N → ℝ} (hf : f ≠ 0) : 0 < density f := by
  obtain ⟨i, hi⟩ := Function.ne_iff.mp hf
  have hi' : f i ≠ 0 := hi
  exact Finset.sum_pos' (fun j _ => sq_nonneg (f j)) ⟨i, Finset.mem_univ i, by positivity⟩

/-- If the orbital values are not all zero, `1 - f fᵀ / n` is an orthogonal projector:
it is symmetric and idempotent. -/
theorem orbitalProjector_isProjector {f : Fin N → ℝ} (hf : f ≠ 0) :
    (orbitalProjector f)ᵀ = orbitalProjector f ∧
      orbitalProjector f * orbitalProjector f = orbitalProjector f := by
  have hn := (density_pos hf).ne'
  constructor
  · have hT : (vecMulVec f f)ᵀ = vecMulVec f f := by
      ext i j
      simp [vecMulVec_apply, mul_comm]
    rw [orbitalProjector, transpose_sub, transpose_one, transpose_smul, hT]
  · -- the dyad squares to `n` times itself
    have hA : vecMulVec f f * vecMulVec f f = density f • vecMulVec f f := by
      ext i j
      simp only [Matrix.mul_apply, vecMulVec_apply, Matrix.smul_apply, smul_eq_mul, density,
        Finset.sum_mul]
      exact Finset.sum_congr rfl fun k _ => by ring
    have hc : 1 / density f * (1 / density f) * density f = 1 / density f := by
      field_simp
    rw [orbitalProjector, sub_mul, one_mul, mul_sub, mul_one, smul_mul_smul_comm, hA,
      smul_smul, hc, sub_self, sub_zero]

/-- For `N` orbital values that are not all zero, the projector `1 - f fᵀ / n` has rank
exactly `N - 1`. -/
theorem orbitalProjector_rank {f : Fin N → ℝ} (hf : f ≠ 0) :
    (orbitalProjector f).rank + 1 = N := by
  have hn := (density_pos hf).ne'
  have hmul : ∀ v, orbitalProjector f *ᵥ v = v - ((f ⬝ᵥ v) / density f) • f := by
    intro v
    have h : ((1 / density f) • vecMulVec f f) *ᵥ v = ((f ⬝ᵥ v) / density f) • f := by
      ext i
      simp only [Matrix.mulVec, dotProduct, Matrix.smul_apply, vecMulVec_apply, smul_eq_mul,
        Pi.smul_apply, Finset.sum_div, Finset.sum_mul]
      exact Finset.sum_congr rfl fun k _ => by ring
    rw [orbitalProjector, Matrix.sub_mulVec, Matrix.one_mulVec, h]
  have hff : f ⬝ᵥ f = density f := by
    simp only [dotProduct, density, sq]
  -- the kernel is the line spanned by the orbital values
  have hker : LinearMap.ker (orbitalProjector f).mulVecLin = Submodule.span ℝ {f} := by
    ext v
    rw [LinearMap.mem_ker, Matrix.mulVecLin_apply, hmul, Submodule.mem_span_singleton]
    constructor
    · intro h
      exact ⟨_, (sub_eq_zero.mp h).symm⟩
    · rintro ⟨a, rfl⟩
      rw [dotProduct_smul, hff, smul_eq_mul, mul_div_cancel_right₀ _ hn, sub_self]
  have h := LinearMap.finrank_range_add_finrank_ker (orbitalProjector f).mulVecLin
  rw [hker, finrank_span_singleton hf, Module.finrank_fin_fun] at h
  exact h

/-- The Pauli tensor is `(1/2) Gᵀ (1 - f fᵀ / n) G`, where the rows of `G` are the orbital
gradients. -/
theorem pauliTensor_eq (f : Fin N → ℝ) (g : Fin N → Fin d → ℝ) :
    pauliTensor f g = (1 / 2 : ℝ) • ((of g)ᵀ * orbitalProjector f * of g) := by
  have hS : (of g)ᵀ *ᵥ f = fun a => ∑ i, f i * g i a := by
    ext a
    simp only [Matrix.mulVec, dotProduct, transpose_apply, of_apply]
    exact Finset.sum_congr rfl fun i _ => mul_comm _ _
  have hS' : f ᵥ* of g = fun a => ∑ i, f i * g i a := by
    ext a
    simp only [Matrix.vecMul, dotProduct, of_apply]
  have hm : densityGradient f g = fun a => 2 * ∑ i, f i * g i a := by
    ext a
    simp only [densityGradient, Pi.smul_apply, Finset.sum_apply, smul_eq_mul]
  have hK : ∑ i, vecMulVec (g i) (g i) = (of g)ᵀ * of g := by
    ext a b
    simp only [Matrix.sum_apply, Matrix.mul_apply, vecMulVec_apply, transpose_apply, of_apply]
  rw [orbitalProjector, Matrix.mul_sub, Matrix.sub_mul, Matrix.mul_one, Matrix.mul_smul,
    Matrix.smul_mul, mul_vecMulVec, vecMulVec_mul, hS, hS']
  ext a b
  simp only [pauliTensor, kineticTensor, weizsaeckerTensor, hm, hK, Matrix.sub_apply,
    Matrix.smul_apply, vecMulVec_apply, smul_eq_mul]
  ring

/-- For `N` real orbital values that are not all zero, and any orbital gradients, the Pauli
tensor is positive semidefinite and its rank is at most `N - 1`. -/
theorem pauliTensor_posSemidef_and_rank {f : Fin N → ℝ} (hf : f ≠ 0)
    (g : Fin N → Fin d → ℝ) :
    (pauliTensor f g).PosSemidef ∧ (pauliTensor f g).rank + 1 ≤ N := by
  obtain ⟨hT, hP⟩ := orbitalProjector_isProjector hf
  constructor
  · -- the projector turns the tensor into a Gram matrix
    have h : (of g)ᵀ * orbitalProjector f * of g =
        (orbitalProjector f * of g)ᴴ * (orbitalProjector f * of g) := by
      rw [conjTranspose_eq_transpose_of_trivial, transpose_mul, hT, Matrix.mul_assoc,
        Matrix.mul_assoc, ← Matrix.mul_assoc (orbitalProjector f) (orbitalProjector f), hP]
    rw [pauliTensor_eq, h]
    exact (posSemidef_conjTranspose_mul_self _).smul (by norm_num)
  · -- a product has at most the rank of its middle factor
    have h : (pauliTensor f g).rank ≤ (orbitalProjector f).rank := by
      rw [pauliTensor_eq, ← Matrix.smul_mul, ← Matrix.smul_mul]
      exact (Matrix.rank_mul_le_left _ _).trans (Matrix.rank_mul_le_right _ _)
    have h' := orbitalProjector_rank hf
    omega

/-- The rank bound is attained: if the orbital values are not all zero and the `N` orbital
gradients are linearly independent, the Pauli tensor has rank exactly `N - 1`. -/
theorem pauliTensor_rank_eq {f : Fin N → ℝ} (hf : f ≠ 0) {g : Fin N → Fin d → ℝ}
    (hg : LinearIndependent ℝ g) : (pauliTensor f g).rank + 1 = N := by
  have hker : LinearMap.ker (Matrix.toLin' (of g)ᵀ) = ⊥ := by
    refine LinearMap.ker_eq_bot'.2 fun c hc => ?_
    rw [Matrix.toLin'_apply] at hc
    refine funext fun i => Fintype.linearIndependent_iff.1 hg c ?_ i
    ext a
    have h := congrFun hc a
    simp only [Matrix.mulVec, dotProduct, transpose_apply, of_apply] at h
    simp only [Finset.sum_apply, Pi.smul_apply, smul_eq_mul]
    exact (Finset.sum_congr rfl fun i _ => mul_comm _ _).trans h
  -- independent gradients give a left inverse, which recovers the projector
  obtain ⟨L, hL⟩ := LinearMap.exists_leftInverse_of_injective _ hker
  have hM : LinearMap.toMatrix' L * (of g)ᵀ = 1 := by
    have h := congrArg LinearMap.toMatrix' hL
    rwa [LinearMap.toMatrix'_comp, LinearMap.toMatrix'_toLin', LinearMap.toMatrix'_id] at h
  have hM' : of g * (LinearMap.toMatrix' L)ᵀ = 1 := by
    have h := congrArg Matrix.transpose hM
    rwa [transpose_mul, transpose_transpose, transpose_one] at h
  have hrec : ((2 : ℝ) • LinearMap.toMatrix' L) * pauliTensor f g *
      (LinearMap.toMatrix' L)ᵀ = orbitalProjector f := by
    rw [pauliTensor_eq, Matrix.smul_mul, Matrix.mul_smul, smul_smul,
      show (2 : ℝ) * (1 / 2) = 1 by norm_num, one_smul, ← Matrix.mul_assoc,
      ← Matrix.mul_assoc, hM, Matrix.one_mul, Matrix.mul_assoc, hM', Matrix.mul_one]
  have h1 : (orbitalProjector f).rank ≤ (pauliTensor f g).rank := by
    rw [← hrec]
    exact (Matrix.rank_mul_le_left _ _).trans (Matrix.rank_mul_le_right _ _)
  have h2 := orbitalProjector_rank hf
  have h3 := (pauliTensor_posSemidef_and_rank hf g).2
  omega

/-- If the orbital values are not all zero and there are at most as many orbitals as space
dimensions, the determinant of the Pauli tensor vanishes. -/
theorem pauliTensor_det_eq_zero {f : Fin N → ℝ} (hf : f ≠ 0) (g : Fin N → Fin d → ℝ)
    (hNd : N ≤ d) : (pauliTensor f g).det = 0 := by
  by_contra h
  have hu : IsUnit (pauliTensor f g) :=
    (Matrix.isUnit_iff_isUnit_det _).2 (isUnit_iff_ne_zero.2 h)
  have h1 := Matrix.rank_of_isUnit _ hu
  rw [Fintype.card_fin] at h1
  have h2 := (pauliTensor_posSemidef_and_rank hf g).2
  omega

end

end PauliKineticTensor
```

```lean
#print axioms PauliKineticTensor.pauliTensor_posSemidef_and_rank
#print axioms PauliKineticTensor.pauliTensor_rank_eq
#print axioms PauliKineticTensor.pauliTensor_det_eq_zero
```

```
'PauliKineticTensor.pauliTensor_posSemidef_and_rank' depends on axioms: [propext, Classical.choice, Quot.sound]
'PauliKineticTensor.pauliTensor_rank_eq' depends on axioms: [propext, Classical.choice, Quot.sound]
'PauliKineticTensor.pauliTensor_det_eq_zero' depends on axioms: [propext, Classical.choice, Quot.sound]
```

## Orbital data at a single point

Iso-orbital indicators in density-functional theory are meant to recognise regions where one orbital dominates. Many of them compare the kinetic-energy density τ = (1/2) ∑ |∇φ_i|² with its von Weizsäcker value τ_W = |∇n|²/(8n), which is exact for a single real orbital. The theorems concern the tensors whose traces are these two scalars.

At a fixed point r, write f_i = φ_i(r) and g_i = ∇φ_i(r), with i running from 0 to N − 1, in atomic units. Then

n = ∑ f_i²

m = 2 ∑ f_i g_i

D = (1/2) ∑ g_i g_iᵀ − m mᵀ/(8n).

In the code, `f : Fin N → ℝ` holds the orbital values and `g : Fin N → Fin d → ℝ` the gradients in d space dimensions. The quantities n, m and D are `density`, `densityGradient` and `pauliTensor`; the two terms of D are `kineticTensor` and `weizsaeckerTensor`, and `vecMulVec` forms the dyads. The name "Pauli" refers to the part of the kinetic energy attributed to the exclusion principle, not to the spin matrices.

Lean receives the values and gradients as independent numbers, and m is defined by the formula above. The step to real orbitals is the product rule: if the φ_i are differentiable at r, then m is the gradient of the density there. Neither orthogonality nor normalisation of the orbitals is used. Occupation numbers can be absorbed by multiplying f_i and g_i by their square roots, so a doubly occupied spatial orbital counts once in N.

The main theorem, `pauliTensor_posSemidef_and_rank`, says that if `f ≠ 0`, then for every choice of gradients D is positive semidefinite and `(pauliTensor f g).rank + 1 ≤ N`. Positive semidefinite means that D is symmetric and aᵀ D a ≥ 0 for every real vector a. Writing the bound with + 1 avoids subtraction of natural numbers, which Lean cuts off at zero. The condition `f ≠ 0` says that at least one orbital is nonzero at the point, and it forces N ≥ 1. At a common node Lean's division by zero would set the von Weizsäcker tensor to zero, and one orbital with a nonzero gradient would then have rank one instead of zero.

For complex orbitals the rank bound can fail. A single plane wave exp(ik·r) with k ≠ 0 has constant density but nonzero kinetic-energy density, so its tensor does not vanish.

## Removing the direction of the orbital values

Let G be the N × d matrix whose rows are the gradients, written `of g` in the code. Then

∑ g_i g_iᵀ = Gᵀ G

m = 2 Gᵀ f

m mᵀ/(8n) = (1/2) Gᵀ (f fᵀ/n) G.

Subtracting gives

D = (1/2) Gᵀ P G, with P = 1 − f fᵀ/n.

This is `pauliTensor_eq`. Its auxiliary statements `hK`, `hm`, `hS` and `hS'` are the expansions above, and after comparing matrix entries `ring` settles the numerical factors.

The matrix P, called `orbitalProjector`, acts on orbital indices and not on space. With the unit vector e = f/√n it reads P = 1 − e eᵀ, the orthogonal projector onto the complement of f. The division is legitimate because n is a sum of squares with at least one positive term, as `density_pos` shows. P is symmetric, and since fᵀ f = n,

P² = 1 − 2 f fᵀ/n + f (fᵀ f) fᵀ/n² = 1 − f fᵀ/n = P.

The lemma `orbitalProjector_isProjector` proves both properties; its step `hA` is the identity (f fᵀ)² = n f fᵀ.

Symmetry and idempotence turn D into a Gram matrix:

D = (1/2) Gᵀ Pᵀ P G = (1/2) (P G)ᵀ (P G)

aᵀ D a = (1/2) |P G a|² ≥ 0.

The first half of the main theorem rewrites D in this way and applies Mathlib's result that a matrix of the form AᴴA is positive semidefinite. For real entries the conjugate transpose is the ordinary transpose.

## Counting the remaining directions

For any vector v in orbital space,

P v = v − ((f · v)/n) f.

If P v = 0, then v is a multiple of f. Conversely, P f = f − (n/n) f = 0. The kernel of P is therefore the line spanned by f, and since f ≠ 0 this line has dimension one. Rank–nullity gives

rank P + 1 = N.

In `orbitalProjector_rank`, `hmul` is the formula for P v, `hker` identifies the kernel, and `LinearMap.finrank_range_add_finrank_ker` is rank–nullity.

A product of matrices has at most the rank of any of its factors, so D = (1/2) Gᵀ P G gives rank D ≤ rank P = N − 1. The second half of the main theorem applies this inequality once on each side of P, and `omega` finishes the integer arithmetic.

## Independent gradients and the determinant

The bound is attained when the N gradients are linearly independent, which requires N ≤ d. In that case

Gᵀ c = ∑ c_i g_i = 0

only for c = 0, so Gᵀ is injective and has a left inverse L with L Gᵀ = 1. Transposing gives G Lᵀ = 1, and therefore

2 L D Lᵀ = (L Gᵀ) P (G Lᵀ) = P.

Hence rank P ≤ rank D, and with the earlier bound rank D + 1 = N. The theorem `pauliTensor_rank_eq` follows this route: `hker` is the injectivity, `hM` and `hM'` are the two inverse relations, and `hrec` recovers P from D.

If N ≤ d, whether or not the gradients are independent, then rank D ≤ N − 1 < d, so the d × d matrix D is singular and det D = 0. This is `pauliTensor_det_eq_zero`, proved by contradiction: a nonzero determinant would make D invertible, with rank d. In three dimensions it applies to one, two or three orbitals.

Four orbitals can already give a nonzero determinant in three dimensions. Let the first have value 1 and zero gradient, and let the other three vanish at the point with the Cartesian unit vectors as gradients. Then m = 0, D is half the identity matrix, and det D = 1/8.

## One orbital and the trace inequality

For N = 1 the rank bound leaves only rank zero, so D = 0. Directly,

D = (1/2) g₀ g₀ᵀ − (2 f₀ g₀)(2 f₀ g₀)ᵀ/(8 f₀²) = 0.

This is the single-orbital limit that iso-orbital indicators are built to detect.

The Gram form also gives a neighbouring scalar result, derived here by hand and not stated as a theorem in the code. Taking the trace of D,

τ − τ_W = (1/2) tr[(P G)ᵀ (P G)] ≥ 0,

because the trace is the sum of the squared entries of P G. Equality holds exactly when P G = 0, that is, when there is one vector v with g_i = f_i v for every i. Several orbitals can meet this condition at a point if their values and gradients are proportional in this way, so τ = τ_W at one point does not by itself show that only one orbital is present.

Some meta-generalised-gradient functionals use the difference τ − τ_W, suitably scaled, to tell single-orbital regions from others; for N real orbitals at a point of nonzero density, the tensor result adds that at most N − 1 independent spatial directions contribute to that difference. In three dimensions this is a restriction only for N ≤ 3; with four or more orbitals the bound says nothing beyond the dimension of space.
